# Positive density of states from a real continued fraction with at least one level, Im z > 0 and a terminator with Im t ≤ 0

## Levels, terminator and density of states

Let $z$ be a complex energy with $\eta = \operatorname{Im} z > 0$. A level is a pair $(a_k, b_k)$ of real numbers: an on-site energy $a_k$ and a coupling $b_k$ to the next level. There are $n$ levels, numbered $k = 1, \dots, n$ from the outermost inwards. The terminator $t$ is a complex number that stands for everything beyond level $n$.

The continued fraction is built from the inside out:

$$
G_{n+1} = t, \qquad G_k = \frac{1}{D_k}, \qquad D_k = z - a_k - b_k^2\, G_{k+1} \quad (k = n, \dots, 1).
$$

Its value is $G = G_1$, and for $n = 0$ this is just $t$. The density of states is $\rho = -\operatorname{Im} G/\pi$.

In this numbering $b_k$ multiplies $G_{k+1}$, so the last coupling $b_n$ joins the last explicit level to the terminator.

## A chain whose far end is replaced by a number

In the recursion method, a one-electron Hamiltonian is brought to the form of a chain with site energies $a_k$ and nearest-neighbour hoppings $b_k$. Fix $k$, take the chain that starts at site $k$, and drive that site with a unit source. Let $x_k$ and $x_{k+1}$ be the resulting amplitudes on the first two sites of this chain. Then $(z - a_k)x_k - b_k x_{k+1} = 1$, and the rest of the chain responds with $x_{k+1} = G_{k+1} b_k x_k$. Eliminating $x_{k+1}$ gives $x_k = G_k$ as above. So $G = G_1$ is the Green function at the first site, and $\rho$ stands for the local density of states there, broadened by $\eta$.

Only finitely many levels are computed, and $t$ replaces the remainder. The choice $t = 0$ cuts the chain off; a suitable nonzero choice can imitate an infinite continuation. The condition $\operatorname{Im} t \le 0$ says that the remainder acts as a retarded Green function does: the self-energy $b_n^2 t$ may let amplitude leak away from level $n$, but it does not feed amplitude in.

For non-interacting electrons, finitely many real levels and a fixed broadening $\eta > 0$, the result below says that no terminator of this kind can produce a negative density of states.

## Signs and bounds for the closed fraction

Assume $\eta > 0$, $\operatorname{Im} t \le 0$ and $n \ge 1$. Then

- $D_k \ne 0$ for every $k = 1, \dots, n$;
- $\operatorname{Im} G < 0$ and $|G| \le 1/\eta$;
- $\rho > 0$.

**One level.** Let $a, b$ be real, let $\operatorname{Im} g \le 0$, and put $D = z - a - b^2 g$. Since $a$ and $b^2$ are real,

$$
\operatorname{Im} D = \eta - b^2 \operatorname{Im} g \ge \eta > 0 .
$$

So $D \neq 0$. Its reciprocal is $1/D = \bar D/|D|^2$, hence

$$
\operatorname{Im}\frac1D = -\frac{\operatorname{Im} D}{|D|^2} < 0 .
$$

Finally $|D| \ge |\operatorname{Im} D| \ge \eta$, which gives $|1/D| \le 1/\eta$.

**All levels.** The innermost value $G_{n+1} = t$ has nonpositive imaginary part. If $G_{k+1}$ has, then the one-level argument with $g = G_{k+1}$ shows that $D_k \ne 0$ and $\operatorname{Im} G_k < 0$, so the condition passes on to $G_k$. At $k = 1$ the same argument gives the strict sign and the modulus bound for $G$, and dividing $-\operatorname{Im} G > 0$ by $\pi$ gives $\rho > 0$.

At $n = 0$ the strict sign may fail, since $G = t$ can be real, and the modulus bound may fail, since $|t|$ is not restricted. This is why at least one level is required.

## How far a change of terminator reaches

Let $t$ and $t'$ both have nonpositive imaginary part, and let primes mark the quantities built from $t'$. All denominators are nonzero, so

$$
G_k - G_k' = \frac{D_k' - D_k}{D_k D_k'} = b_k^2\, G_k G_k'\,(G_{k+1} - G_{k+1}') .
$$

Both $|G_k|$ and $|G_k'|$ are at most $1/\eta$, so each level multiplies the difference by at most $(b_k/\eta)^2$. Therefore

$$
|G - G'| \le \prod_{k=1}^{n} \left(\frac{b_k}{\eta}\right)^2 |t - t'| .
$$

For $n = 0$ the product is $1$ and equality holds. The bound shrinks with each added level for which $|b_k| < \eta$. For couplings larger than the broadening it grows, and then it says little about the true error.

## A sharp modulus and a vanishing denominator

The bound $|G| \le 1/\eta$ is reached by one level with $a_1 = \operatorname{Re} z$ and $t = 0$. There $D_1 = i\eta$, whatever $b_1$ is, and $|G| = 1/\eta$.

For a level with $b \neq 0$, the terminator $t = (z - a)/b^2$ has $\operatorname{Im} t = \eta/b^2 > 0$, and $z - a - b^2 t = 0$. So a terminator in the upper half plane can destroy the fraction, though not every one does.

## Two levels in numbers

Measure energies in units of the hopping and take $z = i$, so $\eta = 1$, with levels $(a_1, b_1) = (1, 1)$ and $(a_2, b_2) = (0, 1)$.

With $t = 0$:

$$
G_2 = \frac1i = -i, \qquad G_1 = \frac{1}{i - 1 + i} = \frac{-1 - 2i}{5}, \qquad \rho = \frac{2}{5\pi} \approx 0.127 .
$$

With $t' = -i$:

$$
G_2' = \frac{1}{2i} = -\frac i2, \qquad G_1' = \frac{1}{-1 + \tfrac32 i} = \frac{-4 - 6i}{13}, \qquad \rho' = \frac{6}{13\pi} \approx 0.147 .
$$

Both moduli are below $1$. The difference is $G_1' - G_1 = -(7 + 4i)/65$, of modulus $1/\sqrt{65} \approx 0.124$, while the general bound allows $1$. The terminator $t = i$ would give $D_2 = i - i = 0$.

## Lists of real pairs and their suffixes

In the Lean file the levels form a list `l` of type `List (ℝ × ℝ)`, outermost first. The type itself makes the coefficients real. `denom z a b g` is the denominator of one level with tail value `g`, `green z t l` is $G$, and `dos z t l` is $\rho$.

The main theorem, `terminated_fraction`, has three hypotheses: `0 < z.im`, `t.im ≤ 0`, and `l ≠ []` for at least one level. Its conclusion has four parts. The first concerns every `(a, b) :: l'` that is a suffix of `l`, written `<:+`. The nonempty suffixes of `l` are the fractions that begin at level $k$; there `green z t l'` is $G_{k+1}$ and the denominator is $D_k$. The other parts are the negative imaginary part, the modulus bound and the positive density of states.

Lean's division returns $0$ when the divisor is $0$, so it is the first part that ensures `green` is the fraction one means.

The energy $z$ is fixed and $t$ is a number, which may be chosen differently at each energy. The statement does not treat the limit $\eta \to 0^+$, the normalisation of $\rho$ over energy, or infinitely many levels. The Hamiltonian and its reduction to a chain do not appear either: the file starts from the recursion for $G_k$.

```lean
import Mathlib

open Complex

namespace TerminatedContinuedFraction

noncomputable section

/-- The denominator `z - a - b² g` of one level with on-site energy `a` and coupling `b`,
where `g` is the value of the rest of the continued fraction. -/
def denom (z : ℂ) (a b : ℝ) (g : ℂ) : ℂ := z - (a : ℂ) - ((b ^ 2 : ℝ) : ℂ) * g

/-- The continued fraction at complex energy `z` with levels `(a, b)` listed from the outermost
inwards, closed by the terminator `t`. Lean sets `1 / 0 = 0`, so the value is to be read as a
continued fraction when all denominators are nonzero. -/
def green (z t : ℂ) : List (ℝ × ℝ) → ℂ
  | [] => t
  | p :: l => 1 / denom z p.1 p.2 (green z t l)

/-- The density of states `-Im G / π` of the terminated continued fraction `G`. -/
def dos (z t : ℂ) (l : List (ℝ × ℝ)) : ℝ := -(green z t l).im / Real.pi

/-- If the rest of the fraction has nonpositive imaginary part, the denominator of a level
has imaginary part at least `Im z`. -/
theorem im_le_denom_im (z : ℂ) (a b : ℝ) {g : ℂ} (hg : g.im ≤ 0) :
    z.im ≤ (denom z a b g).im := by
  have h : (denom z a b g).im = z.im - b ^ 2 * g.im := by
    simp only [denom, Complex.sub_im, Complex.ofReal_im, Complex.im_ofReal_mul, sub_zero]
  rw [h]
  nlinarith [mul_nonneg (sq_nonneg b) (neg_nonneg.2 hg)]

/-- One level of the fraction, for `Im z > 0` and `Im g ≤ 0`: the denominator is nonzero, and its
reciprocal has negative imaginary part and modulus at most `1 / Im z`. -/
theorem level_bounds {z g : ℂ} (a b : ℝ) (hz : 0 < z.im) (hg : g.im ≤ 0) :
    denom z a b g ≠ 0 ∧ (1 / denom z a b g).im < 0 ∧ ‖1 / denom z a b g‖ ≤ 1 / z.im := by
  have h := im_le_denom_im z a b hg
  have hpos : 0 < (denom z a b g).im := hz.trans_le h
  have hne : denom z a b g ≠ 0 := by
    intro h0
    rw [h0] at hpos
    simp at hpos
  refine ⟨hne, ?_, ?_⟩
  · rw [one_div, Complex.inv_im]
    exact div_neg_of_neg_of_pos (neg_lt_zero.2 hpos) (Complex.normSq_pos.2 hne)
  · rw [norm_div, norm_one]
    exact one_div_le_one_div_of_le hz
      (h.trans ((le_abs_self _).trans (Complex.abs_im_le_norm _)))

/-- For `Im z > 0`, a terminator with `Im t ≤ 0` gives a continued fraction with nonpositive
imaginary part at any depth, including depth zero. -/
theorem green_im_nonpos {z t : ℂ} (hz : 0 < z.im) (ht : t.im ≤ 0) (l : List (ℝ × ℝ)) :
    (green z t l).im ≤ 0 := by
  induction l with
  | nil => simpa only [green] using ht
  | cons p l ih => simpa only [green] using (level_bounds p.1 p.2 hz ih).2.1.le

/-- For real levels, `Im z > 0`, a terminator with `Im t ≤ 0` and depth at least one, the
denominators at all depths are nonzero, the continued fraction has negative imaginary part and
modulus at most `1 / Im z`, and the density of states is positive. -/
theorem terminated_fraction {z t : ℂ} (hz : 0 < z.im) (ht : t.im ≤ 0)
    {l : List (ℝ × ℝ)} (hl : l ≠ []) :
    (∀ (a b : ℝ) (l' : List (ℝ × ℝ)), ((a, b) :: l') <:+ l →
      denom z a b (green z t l') ≠ 0) ∧
    (green z t l).im < 0 ∧ ‖green z t l‖ ≤ 1 / z.im ∧ 0 < dos z t l := by
  -- every inner fraction lies in the closed lower half plane
  refine ⟨fun a b l' _ => (level_bounds a b hz (green_im_nonpos hz ht l')).1, ?_⟩
  cases l with
  | nil => exact absurd rfl hl
  | cons p l =>
    -- the outermost level makes the sign strict and bounds the modulus
    have h := level_bounds p.1 p.2 hz (green_im_nonpos hz ht l)
    have him : (green z t (p :: l)).im < 0 := by simpa only [green] using h.2.1
    have hnorm : ‖green z t (p :: l)‖ ≤ 1 / z.im := by simpa only [green] using h.2.2
    exact ⟨him, hnorm, div_pos (neg_pos.2 him) Real.pi_pos⟩

/-- For `Im z > 0`, exchanging one terminator for another, both with nonpositive imaginary part,
changes the continued fraction by at most `|t - t'|` times the product of all `(b / Im z)²`. -/
theorem terminator_error {z t t' : ℂ} (hz : 0 < z.im) (ht : t.im ≤ 0) (ht' : t'.im ≤ 0)
    (l : List (ℝ × ℝ)) :
    ‖green z t l - green z t' l‖ ≤
      (l.map fun p => (p.2 / z.im) ^ 2).prod * ‖t - t'‖ := by
  induction l with
  | nil => simp [green]
  | cons p l ih =>
    obtain ⟨hD, -, hN⟩ := level_bounds p.1 p.2 hz (green_im_nonpos hz ht l)
    obtain ⟨hD', -, hN'⟩ := level_bounds p.1 p.2 hz (green_im_nonpos hz ht' l)
    have e : denom z p.1 p.2 (green z t' l) - denom z p.1 p.2 (green z t l)
        = ((p.2 ^ 2 : ℝ) : ℂ) * (green z t l - green z t' l) := by
      simp only [denom]
      ring
    -- a change in the tail is passed outwards with the factor b² G G'
    have key : green z t (p :: l) - green z t' (p :: l)
        = ((p.2 ^ 2 : ℝ) : ℂ) * ((1 / denom z p.1 p.2 (green z t l)) *
          (1 / denom z p.1 p.2 (green z t' l))) * (green z t l - green z t' l) := by
      simp only [green]
      rw [div_sub_div _ _ hD hD', one_mul, mul_one, e]
      ring
    rw [key, norm_mul, norm_mul, norm_mul, Complex.norm_real,
      Real.norm_of_nonneg (sq_nonneg p.2), List.map_cons, List.prod_cons]
    calc p.2 ^ 2 * (‖1 / denom z p.1 p.2 (green z t l)‖ *
          ‖1 / denom z p.1 p.2 (green z t' l)‖) * ‖green z t l - green z t' l‖
        ≤ p.2 ^ 2 * (1 / z.im * (1 / z.im)) *
          ((l.map fun p => (p.2 / z.im) ^ 2).prod * ‖t - t'‖) := by gcongr
      _ = (p.2 / z.im) ^ 2 * (l.map fun p => (p.2 / z.im) ^ 2).prod * ‖t - t'‖ := by ring

/-- For `Im z > 0`, a single level at energy `a = Re z` closed by the terminator `0` has
modulus exactly `1 / Im z`. -/
theorem modulus_bound_attained {z : ℂ} (hz : 0 < z.im) (b : ℝ) :
    ‖green z 0 [(z.re, b)]‖ = 1 / z.im := by
  have h : denom z z.re b 0 = (z.im : ℂ) * Complex.I := by
    apply Complex.ext <;> simp [denom]
  simp only [green]
  rw [h, norm_div, norm_one, norm_mul, Complex.norm_I, mul_one, Complex.norm_real,
    Real.norm_of_nonneg hz.le]

/-- For `Im z > 0` and any level with `b ≠ 0`, the terminator `(z - a) / b²` has positive
imaginary part and makes the denominator of that level vanish. -/
theorem upper_terminator_fails {z : ℂ} (hz : 0 < z.im) (a : ℝ) {b : ℝ} (hb : b ≠ 0) :
    0 < ((z - (a : ℂ)) / ((b ^ 2 : ℝ) : ℂ)).im ∧
      denom z a b ((z - (a : ℂ)) / ((b ^ 2 : ℝ) : ℂ)) = 0 := by
  have cancel : ∀ c w : ℂ, c ≠ 0 → c * (w / c) = w := fun c w hc => by field_simp
  constructor
  · rw [Complex.div_ofReal_im, Complex.sub_im, Complex.ofReal_im, sub_zero]
    positivity
  · rw [denom, cancel _ _ (Complex.ofReal_ne_zero.2 (pow_ne_zero 2 hb)), sub_self]

end

end TerminatedContinuedFraction
```

```lean
#print axioms TerminatedContinuedFraction.terminated_fraction
-- 'TerminatedContinuedFraction.terminated_fraction' depends on axioms: [propext, Classical.choice, Quot.sound]
#print axioms TerminatedContinuedFraction.terminator_error
-- 'TerminatedContinuedFraction.terminator_error' depends on axioms: [propext, Classical.choice, Quot.sound]
#print axioms TerminatedContinuedFraction.modulus_bound_attained
-- 'TerminatedContinuedFraction.modulus_bound_attained' depends on axioms: [propext, Classical.choice, Quot.sound]
#print axioms TerminatedContinuedFraction.upper_terminator_fails
-- 'TerminatedContinuedFraction.upper_terminator_fails' depends on axioms: [propext, Classical.choice, Quot.sound]
```

## From one denominator to the whole fraction

`im_le_denom_im` is the inequality $\operatorname{Im} D \ge \eta$. The `simp only` step computes $\operatorname{Im} D = \eta - b^2\operatorname{Im} g$, and `nlinarith` finishes once it is given the product $b^2 \cdot (-\operatorname{Im} g) \ge 0$.

`level_bounds` is the one-level argument. If the denominator were zero, its imaginary part could not be positive. The sign of the reciprocal comes from `Complex.inv_im`, which is the formula $-\operatorname{Im} D/|D|^2$. The modulus bound comes from the chain $\eta \le \operatorname{Im} D \le |\operatorname{Im} D| \le |D|$, assembled with `trans` and inverted by `one_div_le_one_div_of_le`.

`green_im_nonpos` carries the weak inequality from the terminator to any depth. `terminated_fraction` then applies `level_bounds` twice. For the denominators it uses it with the tail `l'`; the suffix hypothesis goes unused, because the argument works for any list. For the remaining parts it splits `l` into its first level and the rest, and the first level supplies the strict sign and the modulus bound.

## Why list induction fits the recursion

The proof turns on the match between the definition of `green` and the `induction` tactic. `green` has one clause for the empty list and one for a level placed before a tail, and induction on `l` produces the same two cases.

In `green_im_nonpos`, the `nil` case asks for $\operatorname{Im} t \le 0$, which is the hypothesis `ht`. In the `cons` case, `ih` says that `green z t l` has nonpositive imaginary part, and this is exactly what `level_bounds` requires of its `g`. The call `simpa only [green]` unfolds a single layer of the fraction, so that the goal speaks of `1 / denom …` with the tail left intact.

The statement proved by induction is the weak inequality, since that is the one that already holds at depth zero. The terminator also stays fixed throughout. Had the recursion consumed levels from the inside and updated `t` at each step, the induction hypothesis would have had to cover all admissible terminators at once.

## The error bound and the two examples

`terminator_error` uses the same induction. Its intermediate statement `key` is the identity $G_k - G_k' = b_k^2 G_k G_k'(G_{k+1} - G_{k+1}')$, obtained by combining the two fractions with `div_sub_div`, which needs both denominators to be nonzero. After taking norms, `gcongr` replaces each factor by its bound: `hN` and `hN'` for the two reciprocals, and `ih` for the difference of the tails. A final `ring` collects the factor $(b_k/\eta)^2$.

`modulus_bound_attained` checks $D_1 = i\eta$ by comparing real and imaginary parts, then takes the norm. `upper_terminator_fails` computes the imaginary part $\eta/b^2$ and cancels $b^2$ in the denominator. Both steps use `b ≠ 0`: the first for the strict sign, the second for the cancellation.
